# Two Parabolic Free Energies of Equal Curvature and Different Centres Have Exactly One Common Tangent

A binary alloy is held at fixed temperature and pressure, and its atoms can arrange themselves in either of two phases. Each phase has its own molar free energy as a function of composition x, the mole fraction of the second component. For some overall compositions the alloy lowers its free energy by separating into a part of each phase. What compositions do the two parts then have?

At equilibrium each component must have the same chemical potential in both phases. For a molar free energy f(x), the tangent at a composition p meets x = 0 at the chemical potential of the first component and x = 1 at that of the second. Equal chemical potentials therefore mean that one line is tangent to both curves, and the contact points are the coexisting compositions.

Near a minimum, the molar free energy of a stable phase can often be approximated by a parabola. Take two phases with the same curvature:

f₁(x) = a(x − x₁)² + e₁

f₂(x) = a(x − x₂)² + e₂

Here x₁ and x₂ are the compositions at the minima, e₁ and e₂ are the free energies there, and a > 0 measures how steeply the energy rises when the composition departs from the minimum. The second derivative is 2a, and its positive sign makes each phase stable against small fluctuations of composition. If x₁ ≠ x₂, there is exactly one common tangent. Its slope is

m = (e₂ − e₁)/(x₂ − x₁),

and it touches the curves at p = x₁ + m/(2a) and q = x₂ + m/(2a).

## Slope and contact points from equal intercepts

Let the line be y = m x + b, touching f₁ at p and f₂ at q. Since f₁′(x) = 2a(x − x₁), equality of slopes at p gives

m = 2a(p − x₁), so p = x₁ + m/(2a).

The curve and the line must also have the same value at p. There the quadratic term of f₁ is a(p − x₁)² = m²/(4a), so

m²/(4a) + e₁ = m x₁ + m²/(2a) + b,

b = e₁ − m x₁ − m²/(4a).

The same steps for the second phase give q = x₂ + m/(2a) and

b = e₂ − m x₂ − m²/(4a).

It is one line, so the two intercepts are equal. The terms m²/(4a) cancel because the curvatures are equal, which leaves

m(x₂ − x₁) = e₂ − e₁.

As x₁ ≠ x₂, this fixes m, and then p, q and b. Conversely, with this value of m the two expressions for b agree, so the line does touch both curves. Of the curvature, the derivation uses only that a ≠ 0; the sign of a matters for stability.

Both contact points are displaced from their minima by the same amount m/(2a), so q − p = x₂ − x₁. If the minima have equal energies, m = 0 and the phases coexist at the compositions of the minima.

## The free energy of a mixture

Expanding f₁ about p is exact for a parabola:

f₁(x) = f₁(p) + m(x − p) + a(x − p)² = m x + b + a(x − p)².

The energy above the tangent is therefore a(x − p)², and for the second phase it is a(x − q)². Now let a fraction w of the material be in the second phase at composition v, and the rest in the first phase at composition u. The overall composition is X = (1 − w)u + w v, and the free energy of the mixture is

(1 − w)f₁(u) + w f₂(v) = m X + b + (1 − w)a(u − p)² + w a(v − q)².

For a > 0 and 0 < w < 1 the last two terms are nonnegative, and both vanish only if u = p and v = q. The mixture never lies below the common tangent at its overall composition, and it reaches the tangent only when the phases have the contact compositions.

In alloy simulations where computed free energies are fitted by two parabolas of equal curvature, these formulas give the coexisting compositions without a numerical search.

## Phases and tangency in Lean

```lean
import Mathlib

namespace ParabolicCommonTangent
```

A phase is a function on the real line. The arguments of `freeEnergy` are, in order, the curvature parameter `a`, the centre `c`, the energy `e` at the centre, and the composition `x`. The letter `e` is an energy here, not Euler's number.

```lean
/-- Parabolic free energy of a phase with curvature parameter `a`, centred at composition `c`,
where its value is `e`. -/
def freeEnergy (a c e x : ℝ) : ℝ := a * (x - c) ^ 2 + e
```

Tangency combines the two conditions used above. `HasDerivAt f m p` says that `f` is differentiable at `p` with derivative `m`; the second part says that the curve and the line have the same value there.

```lean
/-- The line `y = m x + b` is tangent to the curve `f` at composition `p`: slope and value
agree there. -/
def IsTangentAt (f : ℝ → ℝ) (m b p : ℝ) : Prop :=
  HasDerivAt f m p ∧ f p = m * p + b
```

A common tangent has a single slope `m` and a single intercept `b`, but a separate contact point on each curve.

```lean
/-- The line `y = m x + b` is tangent to `f` at `p` and to `g` at `q`. -/
def IsCommonTangent (f g : ℝ → ℝ) (m b p q : ℝ) : Prop :=
  IsTangentAt f m b p ∧ IsTangentAt g m b q
```

Composition ranges over all real numbers in these definitions. The step to a real alloy that the hypotheses leave open is that both contact points lie between 0 and 1, in the range where the parabolas describe the phases well. A large energy difference or a small a can push a contact point out of that range.

## The tangent to one parabola

The first theorem is the derivative f′(x) = 2a(x − c). The proof writes the square as a product, applies the product rule to y − c, whose derivative is 1, and lets `ring` bring the result to the stated form.

```lean
/-- The derivative of the parabolic free energy with respect to composition is `2a(x - c)`. -/
theorem hasDerivAt_freeEnergy (a c e x : ℝ) :
    HasDerivAt (freeEnergy a c e) (2 * a * (x - c)) x := by
  have hf : freeEnergy a c e = fun y => a * ((y - c) * (y - c)) + e := by
    funext y
    unfold freeEnergy
    ring
  have h := (hasDerivAt_id' x).sub_const c
  rw [hf]
  exact (((h.fun_mul h).const_mul a).add_const e).congr_deriv (by ring)
```

The next theorem solves the tangency conditions for one phase. It is an equivalence: for a ≠ 0, the line touches the parabola at `p` exactly when `p` and `b` have the values found above.

```lean
/-- For nonzero curvature, a line of slope `m` is tangent to a parabolic free energy at `p`
exactly when `p = c + m/(2a)` and its intercept is `e - m c - m²/(4a)`. -/
theorem isTangentAt_iff {a : ℝ} (ha : a ≠ 0) (c e m b p : ℝ) :
    IsTangentAt (freeEnergy a c e) m b p ↔
      p = c + m / (2 * a) ∧ b = e - m * c - m ^ 2 / (4 * a) := by
  have h2 : 2 * a ≠ 0 := mul_ne_zero two_ne_zero ha
  have h4 : 4 * a ≠ 0 := mul_ne_zero four_ne_zero ha
  -- the quadratic term of the intercept, once the slopes agree
  have key : m = 2 * a * (p - c) → m ^ 2 / (4 * a) = a * (p - c) ^ 2 := by
    intro hm
    rw [div_eq_iff h4, hm]
    ring
  constructor
  · rintro ⟨hd, hv⟩
    have hm : m = 2 * a * (p - c) := hd.unique (hasDerivAt_freeEnergy a c e p)
    have hp : m / (2 * a) = p - c := by
      rw [div_eq_iff h2]
      linear_combination hm
    unfold freeEnergy at hv
    refine ⟨by linarith, ?_⟩
    rw [key hm]
    linear_combination -hv - (p - c) * hm
  · rintro ⟨hp, hb⟩
    have hp' : m / (2 * a) = p - c := by linarith
    rw [div_eq_iff h2] at hp'
    have hm : m = 2 * a * (p - c) := by linear_combination hp'
    refine ⟨(hasDerivAt_freeEnergy a c e p).congr_deriv hm.symm, ?_⟩
    rw [key hm] at hb
    unfold freeEnergy
    linear_combination -hb - (p - c) * hm
```

The auxiliary statement `key` is the identity m²/(4a) = a(p − c)², valid once the slopes agree. In the forward direction, `hd.unique` uses the fact that a function has at most one derivative at a point to obtain m = 2a(p − c). Dividing by 2a gives the contact point, and the equality of values gives the intercept. The reverse direction recovers the slope from the contact point and then checks the value. In both directions `linear_combination` carries out the algebra by naming the multiples of the known equations that add up to the goal.

## One line for two phases

The central theorem applies this equivalence to each phase. Its hypotheses are `a ≠ 0` and `x₁ ≠ x₂`, so the physical case a > 0 is included. The right-hand side gives the slope, both contact points and the intercept.

```lean
/-- Two parabolic free energies of equal nonzero curvature, centred at different compositions,
have a common tangent of slope `m` and intercept `b` touching at `p` and `q` exactly when these
four numbers take the stated values. -/
theorem isCommonTangent_iff {a x₁ x₂ : ℝ} (ha : a ≠ 0) (hx : x₁ ≠ x₂) (e₁ e₂ m b p q : ℝ) :
    IsCommonTangent (freeEnergy a x₁ e₁) (freeEnergy a x₂ e₂) m b p q ↔
      m = (e₂ - e₁) / (x₂ - x₁) ∧ p = x₁ + m / (2 * a) ∧ q = x₂ + m / (2 * a) ∧
        b = e₁ - m * x₁ - m ^ 2 / (4 * a) := by
  have hd : x₂ - x₁ ≠ 0 := sub_ne_zero.2 hx.symm
  unfold IsCommonTangent
  rw [isTangentAt_iff ha, isTangentAt_iff ha]
  constructor
  · rintro ⟨⟨hp, hb⟩, hq, hb'⟩
    refine ⟨?_, hp, hq, hb⟩
    -- equal intercepts fix the slope
    rw [eq_div_iff hd]
    linear_combination hb' - hb
  · rintro ⟨hm, hp, hq, hb⟩
    rw [eq_div_iff hd] at hm
    exact ⟨⟨hp, hb⟩, hq, by linear_combination hb + hm⟩
```

After the rewriting, `hb` and `hb'` are the two expressions for the intercept. Their difference is the equation m(x₂ − x₁) = e₂ − e₁, and `eq_div_iff` turns it into the formula for the slope. Conversely, the slope formula converts the first expression for the intercept into the second, so the line touches both phases.

The count of lines is stated separately. A line is a pair `L` of slope and intercept, and `∃!` means that exactly one such pair has contact points `p` and `q` on the two curves.

```lean
/-- Two parabolic free energies of equal nonzero curvature, centred at different compositions,
have exactly one common tangent line, a line being given by its slope and intercept. -/
theorem existsUnique_commonTangent {a x₁ x₂ : ℝ} (ha : a ≠ 0) (hx : x₁ ≠ x₂) (e₁ e₂ : ℝ) :
    ∃! L : ℝ × ℝ, ∃ p q : ℝ,
      IsCommonTangent (freeEnergy a x₁ e₁) (freeEnergy a x₂ e₂) L.1 L.2 p q := by
  refine ⟨((e₂ - e₁) / (x₂ - x₁),
    e₁ - (e₂ - e₁) / (x₂ - x₁) * x₁ - ((e₂ - e₁) / (x₂ - x₁)) ^ 2 / (4 * a)),
    ⟨_, _, (isCommonTangent_iff ha hx e₁ e₂ _ _ _ _).2 ⟨rfl, rfl, rfl, rfl⟩⟩, ?_⟩
  rintro ⟨m, b⟩ ⟨p, q, h⟩
  have h' : IsCommonTangent (freeEnergy a x₁ e₁) (freeEnergy a x₂ e₂) m b p q := h
  obtain ⟨hm, -, -, hb⟩ := (isCommonTangent_iff ha hx e₁ e₂ m b p q).1 h'
  rw [hb, hm]
```

Existence comes from inserting the explicit values into the equivalence. For uniqueness, any other common tangent must have the same slope and intercept by the same equivalence, which also fixes its contact points.

## Energy above the tangent

The exact expansion about the contact point holds for any real `a`, including zero and negative values. The proof obtains the slope at `p` as before and combines it with the equality of values.

```lean
/-- A parabolic free energy differs from its tangent at `p` by exactly `a(x - p)²`. -/
theorem freeEnergy_eq_tangent_add {a c e m b p : ℝ}
    (h : IsTangentAt (freeEnergy a c e) m b p) (x : ℝ) :
    freeEnergy a c e x = m * x + b + a * (x - p) ^ 2 := by
  obtain ⟨hd, hv⟩ := h
  have hm : m = 2 * a * (p - c) := hd.unique (hasDerivAt_freeEnergy a c e p)
  unfold freeEnergy at hv ⊢
  linear_combination hv - (x - p) * hm
```

The statement about mixtures assumes a > 0 and a given common tangent. The fraction `w` belongs to the second phase, while `u` and `v` are arbitrary compositions of the first and second phase. The conclusion has two parts: the inequality, and the exact condition for equality.

```lean
/-- For positive curvature, a mixture of both phases, with fraction `w` strictly between 0 and 1
of the second, has free energy no lower than the common tangent at the overall composition.
Equality holds exactly when the phases have the compositions of the two contact points. -/
theorem tangent_le_mixture {a x₁ x₂ e₁ e₂ m b p q w : ℝ} (ha : 0 < a)
    (h : IsCommonTangent (freeEnergy a x₁ e₁) (freeEnergy a x₂ e₂) m b p q)
    (hw₀ : 0 < w) (hw₁ : w < 1) (u v : ℝ) :
    m * ((1 - w) * u + w * v) + b ≤
        (1 - w) * freeEnergy a x₁ e₁ u + w * freeEnergy a x₂ e₂ v ∧
      ((1 - w) * freeEnergy a x₁ e₁ u + w * freeEnergy a x₂ e₂ v =
        m * ((1 - w) * u + w * v) + b ↔ u = p ∧ v = q) := by
  rw [freeEnergy_eq_tangent_add h.1 u, freeEnergy_eq_tangent_add h.2 v]
  have hw : 0 < 1 - w := sub_pos.2 hw₁
  -- the excess over the tangent is a sum of two nonnegative terms
  have h₁ : 0 ≤ (1 - w) * (a * (u - p) ^ 2) := by positivity
  have h₂ : 0 ≤ w * (a * (v - q) ^ 2) := by positivity
  have hsum : (1 - w) * (m * u + b + a * (u - p) ^ 2) + w * (m * v + b + a * (v - q) ^ 2) =
      m * ((1 - w) * u + w * v) + b +
        ((1 - w) * (a * (u - p) ^ 2) + w * (a * (v - q) ^ 2)) := by ring
  rw [hsum]
  refine ⟨by linarith, ?_, ?_⟩
  · intro he
    have z₁ : (1 - w) * (a * (u - p) ^ 2) = 0 := by linarith
    have z₂ : w * (a * (v - q) ^ 2) = 0 := by linarith
    have s₁ := (mul_eq_zero.1 ((mul_eq_zero.1 z₁).resolve_left hw.ne')).resolve_left ha.ne'
    have s₂ := (mul_eq_zero.1 ((mul_eq_zero.1 z₂).resolve_left hw₀.ne')).resolve_left ha.ne'
    exact ⟨sub_eq_zero.1 ((pow_eq_zero_iff two_ne_zero).1 s₁),
      sub_eq_zero.1 ((pow_eq_zero_iff two_ne_zero).1 s₂)⟩
  · rintro ⟨hu, hv⟩
    rw [hu, hv]
    ring
```

Both free energies are first replaced by the tangent plus a square. The equation `hsum` then collects the linear terms into the tangent at the overall composition, as in the calculation by hand. `positivity` shows that the two remaining terms, `h₁` and `h₂`, are nonnegative. If their sum is zero, each of them is zero; since 1 − w, w and a are all nonzero, the squares vanish, and u = p and v = q follow.

For an overall composition X strictly between p and q, the fraction w = (X − p)/(q − p) lies between 0 and 1, and phases at the contact compositions then reproduce X. This is the lever rule. The mixture therefore reaches the tangent at X, whereas either phase alone would lie above it by a positive square. The free energies of the two parts are simply added, so the energy of the interface between them is neglected, as is any elastic energy from a misfit of their lattices.

For negative a the inequality can fail. With a = −1, x₁ = 0, x₂ = 1 and e₁ = e₂ = 0, the common tangent is y = 0, but an equal mixture with u = v = 1 has free energy −1/2.

## Equal centres, zero curvature and unequal curvatures

If the two minima lie at the same composition but at different energies, one parabola is a vertical shift of the other, and no line touches both. For example, a line of slope m tangent to x² has intercept −m²/4, while one tangent to x² + 1 has intercept 1 − m²/4. The last theorem proves this for every nonzero curvature and every pair of different energies. In its proof, the two intercept formulas differ only in the energies, so a common line would force e₁ = e₂.

```lean
/-- Two parabolic free energies of equal nonzero curvature, centred at the same composition but
shifted in energy, have no common tangent. -/
theorem no_commonTangent_of_same_centre {a e₁ e₂ : ℝ} (ha : a ≠ 0) (he : e₁ ≠ e₂) (c : ℝ) :
    ¬ ∃ m b p q : ℝ, IsCommonTangent (freeEnergy a c e₁) (freeEnergy a c e₂) m b p q := by
  rintro ⟨m, b, p, q, h₁, h₂⟩
  have hb₁ := ((isTangentAt_iff ha c e₁ m b p).1 h₁).2
  have hb₂ := ((isTangentAt_iff ha c e₂ m b q).1 h₂).2
  exact he (by linarith)

end ParabolicCommonTangent
```

If the energies are equal as well, the two curves coincide and every tangent to one is a tangent to the other, so uniqueness fails instead of existence.

Existence can also fail when a = 0: the constant functions 0 and 1 have different horizontal tangents.

If the curvatures differ, uniqueness can fail. The curves x² and 2(x − 1)² have two common tangents. Their intercepts for slope m are −m²/4 and −m − m²/8, which agree for m = 0 and for m = 8. The first line is y = 0, touching at 0 and 1; the second is y = 8x − 16, touching at 4 and 3. Only the first has both contact points in the physical range of a mole fraction.

```lean
#print axioms ParabolicCommonTangent.existsUnique_commonTangent
#print axioms ParabolicCommonTangent.tangent_le_mixture
#print axioms ParabolicCommonTangent.no_commonTangent_of_same_centre
```

```
'ParabolicCommonTangent.existsUnique_commonTangent' depends on axioms: [propext, Classical.choice, Quot.sound]
'ParabolicCommonTangent.tangent_le_mixture' depends on axioms: [propext, Classical.choice, Quot.sound]
'ParabolicCommonTangent.no_commonTangent_of_same_centre' depends on axioms: [propext, Classical.choice, Quot.sound]
```
